# A real rank-one update takes diagonal levels to any strictly interlacing levels above them

**Question.** By "the matrix has eigenvalues exactly $b_0,\dots,b_{n-1}$" I mean an equality of characteristic polynomials, because a list of numbers that are eigenvalues could still leave others out or miscount multiplicities. With that reading, take $n$ uncoupled levels $a_i$ and target levels $b_i$ with
$$a_0<b_0<a_1<b_1<\dots<a_{n-1}<b_{n-1}.$$
I believe there is a real vector $v$, with no zero entry, such that $\mathrm{diag}(a)+vv^{T}$ has exactly the spectrum $b$. Some divide-and-conquer eigensolvers use this reconstruction. Can it be derived in full, with an explicit $v$, and checked by machine?

**Answer.** Yes, and all entries of $v$ can be taken positive. In Lean the spectral claim is the polynomial identity you describe, and the squares $v_i^2$ are given by a closed formula.

## From the target levels to the couplings

Let $P_a(x)=\prod_j(x-a_j)$ and $P_b(x)=\prod_j(x-b_j)$, and define the weights
$$w_i=(b_i-a_i)\prod_{j\ne i}\frac{b_j-a_i}{a_j-a_i}.$$

*The weights are positive.* The first factor is positive. For $j<i$ we have $a_j<b_j<a_i$, so numerator and denominator are both negative. For $j>i$ we have $a_i<a_j<b_j$, so both are positive.

*They satisfy the secular equation.* Both polynomials are monic of degree $n$, so $P_a-P_b$ has degree below $n$ and is recovered by Lagrange interpolation at the $n$ distinct points $a_i$. There $P_a(a_i)=0$, and
$$-P_b(a_i)=(b_i-a_i)\prod_{j\ne i}(a_i-b_j).$$
Dividing by $\prod_{j\neq i}(a_i-a_j)$ gives $w_i$, hence
$$P_a(x)-P_b(x)=\sum_i w_i\prod_{j\ne i}(x-a_j).$$
At $x=b_k$ the term $P_b$ vanishes. Division by $P_a(b_k)\neq0$ leaves
$$\sum_i\frac{w_i}{b_k-a_i}=1 .$$

*They give eigenvectors.* Choose any real $v$ with $v_i^2=w_i$, and set $u^{(k)}_i=v_i/(b_k-a_i)$. The secular equation says $v\cdot u^{(k)}=1$, so
$$\big[(\mathrm{diag}(a)+vv^T)u^{(k)}\big]_i=\frac{a_iv_i}{b_k-a_i}+v_i=b_k\,u^{(k)}_i .$$
Since $v_k\ne0$, the vector $u^{(k)}$ is nonzero and $b_k$ is an eigenvalue.

*Nothing else is in the spectrum.* The characteristic polynomial and $P_b$ are monic of degree $n$ and both vanish at the $n$ distinct numbers $b_k$. Their difference has degree below $n$ and $n$ roots, so it is zero. Taking $v_i=\sqrt{w_i}$ completes the construction.

Two further facts follow. For $k\neq l$, partial fractions give
$$u^{(k)}\cdot u^{(l)}=\frac{1}{b_l-b_k}\sum_i\left(\frac{w_i}{b_k-a_i}-\frac{w_i}{b_l-a_i}\right)=\frac{1-1}{b_l-b_k}=0 .$$
Comparing traces gives $\sum_i v_i^2=\sum_i(b_i-a_i)$: the total squared coupling is the total level shift. The $u^{(k)}$ are not normalised; the unit eigenvector is $u^{(k)}/\sqrt{\sum_i w_i/(b_k-a_i)^2}$.

## The Lean file

```lean
import Mathlib

open Polynomial

namespace InverseRankOneEigenvalue

noncomputable section

variable {n : ℕ}

/-- The levels `a` and `b` alternate strictly: each `a i` lies below `b i`, and `b i` lies
below every later `a j`. -/
def Interlaces (a b : Fin n → ℝ) : Prop :=
  (∀ i, a i < b i) ∧ ∀ i j, i < j → b i < a j

/-- The diagonal matrix of levels `a` plus the rank-one coupling `v vᵀ`. -/
def rankOneUpdate (a v : Fin n → ℝ) : Matrix (Fin n) (Fin n) ℝ :=
  Matrix.diagonal a + Matrix.vecMulVec v v

/-- The monic polynomial whose roots, with multiplicity, are the levels `c`. -/
def levelPoly (c : Fin n → ℝ) : ℝ[X] := ∏ j, (X - C (c j))

/-- The squared coupling of level `i` computed from the old levels `a` and the target
levels `b`. -/
def couplingWeight (a b : Fin n → ℝ) (i : Fin n) : ℝ :=
  (b i - a i) * ∏ j ∈ Finset.univ.erase i, (b j - a i) / (a j - a i)

/-- The vector with components `v i / (b k - a i)`, attached to the target level `b k`. -/
def secularVector (a b v : Fin n → ℝ) (k i : Fin n) : ℝ := v i / (b k - a i)

/-- Interlacing levels are strictly increasing within each family, and no target level
coincides with an old one. -/
theorem Interlaces.separated {a b : Fin n → ℝ} (h : Interlaces a b) :
    StrictMono a ∧ StrictMono b ∧ ∀ k i, b k - a i ≠ 0 := by
  have ha : StrictMono a := fun i j hij => (h.1 i).trans (h.2 i j hij)
  refine ⟨ha, fun i j hij => (h.2 i j hij).trans (h.1 j), fun k i => ?_⟩
  rcases lt_or_ge k i with hki | hik
  · exact (sub_neg.2 (h.2 k i hki)).ne
  · exact (sub_pos.2 ((ha.monotone hik).trans_lt (h.1 k))).ne'

/-- The polynomial with `n` prescribed levels as roots is monic of degree `n`. -/
theorem levelPoly_monic_degree (c : Fin n → ℝ) :
    (levelPoly c).Monic ∧ (levelPoly c).degree = n := by
  constructor
  · exact monic_prod_of_monic _ _ (fun j _ => monic_X_sub_C (c j))
  · simp [levelPoly, degree_prod]

/-- For interlacing levels every squared coupling is strictly positive. -/
theorem couplingWeight_pos {a b : Fin n → ℝ} (h : Interlaces a b) (i : Fin n) :
    0 < couplingWeight a b i := by
  refine mul_pos (sub_pos.2 (h.1 i)) (Finset.prod_pos fun j hj => ?_)
  -- numerator and denominator have the same sign on either side of level `i`
  rcases lt_or_gt_of_ne (Finset.ne_of_mem_erase hj) with hji | hij
  · exact div_pos_of_neg_of_neg (sub_neg.2 (h.2 j i hji)) (sub_neg.2 (h.separated.1 hji))
  · have h1 : a i < a j := h.separated.1 hij
    exact div_pos (sub_pos.2 (h1.trans (h.1 j))) (sub_pos.2 h1)

/-- For interlacing levels the squared couplings satisfy the secular equation at each target level
`b k`. -/
theorem couplingWeight_secular {a b : Fin n → ℝ} (h : Interlaces a b) (k : Fin n) :
    ∑ i, couplingWeight a b i / (b k - a i) = 1 := by
  obtain ⟨ha, -, hne⟩ := h.separated
  obtain ⟨hpm, hpd⟩ := levelPoly_monic_degree a
  obtain ⟨hqm, hqd⟩ := levelPoly_monic_degree b
  have hev : ∀ (c : Fin n → ℝ) (x : ℝ), eval x (levelPoly c) = ∏ j, (x - c j) := by
    intro c x
    simp [levelPoly, eval_prod]
  have hdeg : (levelPoly a - levelPoly b).degree
      < ((Finset.univ : Finset (Fin n)).card : WithBot ℕ) := by
    have h1 := Polynomial.degree_sub_lt_left (hpd.trans hqd.symm) hpm.ne_zero
      (by rw [hpm.leadingCoeff, hqm.leadingCoeff])
    rw [hpd] at h1
    simpa only [Finset.card_univ, Fintype.card_fin] using h1
  -- interpolate the difference of the two polynomials at the old levels
  have hL := congrArg (eval (b k))
    (Lagrange.eq_interpolate (s := Finset.univ) (v := a) ha.injective.injOn hdeg)
  simp only [Lagrange.interpolate_apply, Polynomial.eval_finsetSum] at hL
  have hterm : ∀ i, eval (b k) (C (eval (a i) (levelPoly a - levelPoly b)) *
      Lagrange.basis Finset.univ a i)
      = couplingWeight a b i / (b k - a i) * ∏ j, (b k - a j) := by
    intro i
    have hz : ∏ j, (a i - a j) = 0 :=
      Finset.prod_eq_zero (Finset.mem_univ i) (sub_self _)
    have hB : eval (b k) (Lagrange.basis Finset.univ a i)
        = ∏ j ∈ Finset.univ.erase i, ((a i - a j)⁻¹ * (b k - a j)) := by
      simp only [Lagrange.basis, Lagrange.basisDivisor, eval_prod, eval_mul, eval_sub,
        eval_C, eval_X]
    have hAB : (∏ j ∈ Finset.univ.erase i, (a i - b j)) *
        (∏ j ∈ Finset.univ.erase i, ((a i - a j)⁻¹ * (b k - a j)))
        = (∏ j ∈ Finset.univ.erase i, (b j - a i) / (a j - a i)) *
          ∏ j ∈ Finset.univ.erase i, (b k - a j) := by
      rw [← Finset.prod_mul_distrib, ← Finset.prod_mul_distrib]
      refine Finset.prod_congr rfl fun j _ => ?_
      have e : (a i - b j) / (a i - a j) = (b j - a i) / (a j - a i) := by
        rw [← neg_sub (b j) (a i), ← neg_sub (a j) (a i), neg_div_neg_eq]
      rw [← e, div_eq_mul_inv, mul_assoc]
    rw [eval_mul, eval_C, eval_sub, hev, hev, hz, hB,
      ← Finset.mul_prod_erase Finset.univ (fun j => a i - b j) (Finset.mem_univ i),
      ← Finset.mul_prod_erase Finset.univ (fun j => b k - a j) (Finset.mem_univ i),
      ← mul_assoc (couplingWeight a b i / (b k - a i)), div_mul_cancel₀ _ (hne k i),
      couplingWeight]
    linear_combination (b i - a i) * hAB
  have hz : ∏ j, (b k - b j) = 0 :=
    Finset.prod_eq_zero (Finset.mem_univ k) (sub_self _)
  rw [Finset.sum_congr rfl (fun i _ => hterm i), ← Finset.sum_mul, eval_sub, hev, hev,
    hz, sub_zero] at hL
  have hP : ∏ j, (b k - a j) ≠ 0 := Finset.prod_ne_zero_iff.2 fun j _ => hne k j
  exact mul_right_cancel₀ hP (by rw [one_mul]; exact hL.symm)

/-- For interlacing levels, if the squares of the couplings `v` are the computed weights, then the
vector `v i / (b k - a i)` satisfies the eigenvalue equation with eigenvalue `b k`. -/
theorem rankOneUpdate_eigenvector {a b v : Fin n → ℝ} (h : Interlaces a b)
    (hv : ∀ i, v i ^ 2 = couplingWeight a b i) (k : Fin n) :
    Matrix.mulVec (rankOneUpdate a v) (secularVector a b v k)
      = b k • secularVector a b v k := by
  have hs : ∑ j, v j * secularVector a b v k j = 1 := by
    rw [← couplingWeight_secular h k]
    refine Finset.sum_congr rfl fun j _ => ?_
    rw [← hv j, secularVector]
    ring
  ext i
  have hm : Matrix.mulVec (Matrix.vecMulVec v v) (secularVector a b v k) i
      = v i * ∑ j, v j * secularVector a b v k j := by
    rw [Finset.mul_sum]
    simp only [Matrix.mulVec, dotProduct, Matrix.vecMulVec_apply, mul_assoc]
  rw [rankOneUpdate, Matrix.add_mulVec, Pi.add_apply, Matrix.mulVec_diagonal, hm, hs,
    Pi.smul_apply, smul_eq_mul, secularVector]
  have hc := div_mul_cancel₀ (v i) (h.separated.2.2 k i)
  linear_combination (-1) * hc

/-- For interlacing levels, every choice of signs for the couplings with the computed squares gives
a matrix whose characteristic polynomial has exactly the target levels as roots. -/
theorem charpoly_of_sq_eq_weight {a b v : Fin n → ℝ} (h : Interlaces a b)
    (hv : ∀ i, v i ^ 2 = couplingWeight a b i) :
    (rankOneUpdate a v).charpoly = levelPoly b := by
  obtain ⟨hqm, hqd⟩ := levelPoly_monic_degree b
  have hpm := Matrix.charpoly_monic (rankOneUpdate a v)
  have hpd : (rankOneUpdate a v).charpoly.degree = n := by
    rw [Matrix.charpoly_degree_eq_dim, Fintype.card_fin]
  have hdeg := Polynomial.degree_sub_lt_left (hpd.trans hqd.symm) hpm.ne_zero
    (by rw [hpm.leadingCoeff, hqm.leadingCoeff])
  rw [hpd] at hdeg
  -- two monic polynomials of degree `n` that agree at `n` distinct points are equal
  refine eq_of_degree_sub_lt_of_eval_index_eq (s := Finset.univ) (v := b)
    h.separated.2.1.injective.injOn
    (by simpa only [Finset.card_univ, Fintype.card_fin] using hdeg) fun k _ => ?_
  have hz : eval (b k) (levelPoly b) = 0 := by
    rw [levelPoly, eval_prod]
    exact Finset.prod_eq_zero (Finset.mem_univ k) (by simp)
  rw [hz, Matrix.eval_charpoly]
  refine Matrix.exists_mulVec_eq_zero_iff.1 ⟨secularVector a b v k, fun h0 => ?_, ?_⟩
  · have hk : v k ≠ 0 := fun hk => by
      have h1 := couplingWeight_pos h k
      rw [← hv k, hk] at h1
      norm_num at h1
    exact div_ne_zero hk (h.separated.2.2 k k) (congrFun h0 k)
  · rw [Matrix.sub_mulVec, rankOneUpdate_eigenvector h hv k, sub_eq_zero]
    ext i
    simp [Matrix.scalar_apply, Matrix.mulVec_diagonal]

/-- Inverse rank-one eigenvalue problem: for interlacing levels there is a real vector `v`
with strictly positive entries such that `diag(a) + v vᵀ` has characteristic polynomial
`∏ (X - b j)`. -/
theorem exists_rankOneUpdate_charpoly {a b : Fin n → ℝ} (h : Interlaces a b) :
    ∃ v : Fin n → ℝ, (∀ i, 0 < v i) ∧
      (rankOneUpdate a v).charpoly = ∏ j, (X - C (b j)) :=
  ⟨fun i => √(couplingWeight a b i), fun i => Real.sqrt_pos.2 (couplingWeight_pos h i),
    charpoly_of_sq_eq_weight h fun i => Real.sq_sqrt (couplingWeight_pos h i).le⟩

/-- For interlacing levels, and couplings `v` whose squares are the computed weights, the vectors
attached to two different target levels are orthogonal. -/
theorem secularVector_orthogonal {a b v : Fin n → ℝ} (h : Interlaces a b)
    (hv : ∀ i, v i ^ 2 = couplingWeight a b i) {k l : Fin n} (hkl : k ≠ l) :
    ∑ i, secularVector a b v k i * secularVector a b v l i = 0 := by
  have h3 : b l - b k ≠ 0 :=
    sub_ne_zero.2 fun e => hkl (h.separated.2.1.injective e).symm
  -- partial fractions reduce the overlap to a difference of two secular sums
  have ht : ∀ i, secularVector a b v k i * secularVector a b v l i
      = (couplingWeight a b i / (b k - a i) - couplingWeight a b i / (b l - a i))
        / (b l - b k) := by
    intro i
    have h1 := h.separated.2.2 k i
    have h2 := h.separated.2.2 l i
    rw [← hv i, secularVector, secularVector, div_mul_div_comm, div_sub_div _ _ h1 h2,
      div_div, div_eq_div_iff (mul_ne_zero h1 h2) (mul_ne_zero (mul_ne_zero h1 h2) h3)]
    ring
  rw [Finset.sum_congr rfl (fun i _ => ht i), ← Finset.sum_div, Finset.sum_sub_distrib,
    couplingWeight_secular h k, couplingWeight_secular h l, sub_self, zero_div]

/-- Sum rule: whenever `diag(a) + v vᵀ` has the levels `b`, the total squared coupling equals
the total shift of the levels. -/
theorem sum_sq_coupling {a b v : Fin n → ℝ}
    (h : (rankOneUpdate a v).charpoly = levelPoly b) :
    ∑ i, v i ^ 2 = ∑ i, (b i - a i) := by
  rcases isEmpty_or_nonempty (Fin n) with he | hn
  · simp
  · -- compare the trace with the subleading coefficient
    have ht := Matrix.trace_eq_neg_charpoly_coeff (rankOneUpdate a v)
    have hc := prod_X_sub_C_coeff_card_pred (Finset.univ : Finset (Fin n)) b
      (Finset.card_pos.2 Finset.univ_nonempty)
    rw [Finset.card_univ] at hc
    rw [h, levelPoly, hc, neg_neg] at ht
    have htr : (rankOneUpdate a v).trace = ∑ i, a i + ∑ i, v i ^ 2 := by
      simp [Matrix.trace, rankOneUpdate, Matrix.vecMulVec_apply, Finset.sum_add_distrib,
        pow_two]
    rw [Finset.sum_sub_distrib]
    linarith

end

end InverseRankOneEigenvalue
```

```lean
#print axioms InverseRankOneEigenvalue.exists_rankOneUpdate_charpoly
#print axioms InverseRankOneEigenvalue.secularVector_orthogonal
#print axioms InverseRankOneEigenvalue.sum_sq_coupling
```

```
'InverseRankOneEigenvalue.exists_rankOneUpdate_charpoly' depends on axioms: [propext, Classical.choice, Quot.sound]
'InverseRankOneEigenvalue.secularVector_orthogonal' depends on axioms: [propext, Classical.choice, Quot.sound]
'InverseRankOneEigenvalue.sum_sq_coupling' depends on axioms: [propext, Classical.choice, Quot.sound]
```

## What the theorems say about the levels

The index type `Fin n` numbers the levels from $0$ to $n-1$, and `a b : Fin n → ℝ` are the old and target levels. `Interlaces a b` says that each `a i` lies below `b i`, and each `b i` below every later `a j`; this is the chain in the question. `rankOneUpdate a v` is the real symmetric matrix $\mathrm{diag}(a)+vv^T$. Its coupling has a plus sign and unit prefactor, so $v_i^2$ carries the units of energy and the levels move up.

`levelPoly`, `couplingWeight` and `secularVector` are $P_c$ for a list of levels $c$, the weight $w_i$, and the unnormalised $u^{(k)}_i$. The main theorem, `exists_rankOneUpdate_charpoly`, assumes only `Interlaces a b` and produces a strictly positive `v` for which the characteristic polynomial is $\prod_j(X-b_j)$. For $n=1$ it reduces to $v_0^2=b_0-a_0$; for $n=0$ it concerns the empty matrix.

`charpoly_of_sq_eq_weight` gives the same spectrum for every choice of signs with $v_i^2=w_i$. The sum rule `sum_sq_coupling` needs no interlacing, only that the matrix has the spectrum $b$. Beyond fixing their sum, the file does not address whether other squared couplings could give the same spectrum, and it works in exact real arithmetic.

In quantum mechanics, the result says that a finite set of levels with a separable, rank-one interaction can be given any spectrum that interlaces in this way.

## How the proof follows the calculation

`Interlaces.separated` collects the order facts: both families increase strictly, and no $b_k-a_i$ vanishes. `levelPoly_monic_degree` supplies the monic degree-$n$ property, and `couplingWeight_pos` splits into $j<i$ and $j>i$ as above.

`couplingWeight_secular` carries most of the algebra. `hdeg` is the degree drop of $P_a-P_b$, and `Lagrange.eq_interpolate` is the interpolation formula, evaluated at $b_k$ in `hL`. `hterm` identifies each summand as $\frac{w_i}{b_k-a_i}P_a(b_k)$, with `hAB` handling the paired sign changes in the products. The last line cancels $P_a(b_k)$.

In `rankOneUpdate_eigenvector`, `hs` is $v\cdot u^{(k)}=1$, and the final `linear_combination` is the componentwise identity. `charpoly_of_sq_eq_weight` then compares two polynomials at the points $b_k$. The characteristic polynomial vanishes there because `Matrix.exists_mulVec_eq_zero_iff` turns a nonzero kernel vector of $b_k-M$, with $M$ the updated matrix, into a zero determinant; component $k$ shows that the vector is nonzero. The existence theorem inserts the positive square roots.

`secularVector_orthogonal` proves the partial-fraction identity term by term in `ht` and subtracts two secular sums. `sum_sq_coupling` reads the trace from the subleading coefficient, treating $n=0$ separately because there is no such coefficient.

## The step inside an eigensolver

A divide-and-conquer solver splits a symmetric tridiagonal matrix into two smaller blocks plus a rank-one term. Once the blocks are diagonalised, and for a positive prefactor absorbed into the vector, the remaining problem is $\mathrm{diag}(a)+zz^T$. Deflation removes zero or negligible entries of $z$ and coincident or nearly coincident $a_i$. The solver then finds approximate roots $\hat b_k$ of the secular equation.

Inserting the original $z$ into $z_i/(\hat b_k-a_i)$ can give vectors that are far from orthogonal when roots lie close together. One remedy is to compute new couplings $\hat v_i$ from the weight formula with $\hat b$ in place of $b$, give them the signs of $z_i$, and build the eigenvectors from $\hat v$. As long as the computed roots still interlace with the $a_i$, an exact evaluation of $\hat v$ would make them the exact eigenvalues of $\mathrm{diag}(a)+\hat v\hat v^T$ and the vectors exactly orthogonal; in floating point both statements hold up to the rounding made in evaluating the formulas.

## Two levels that do not interlace

Take $a=(0,1)$ and $b=(2,3)$, so that $b_0>a_1$. The matrix
$$\begin{pmatrix}v_0^2&v_0v_1\\ v_0v_1&1+v_1^2\end{pmatrix}$$
has determinant $v_0^2$ and trace $1+v_0^2+v_1^2$. The targets require $v_0^2=6$ and $1+v_0^2+v_1^2=5$, hence $v_1^2=-2$, which no real $v$ satisfies.

Strictness matters too. With $b=(1,2)$, where $b_0=a_1$, the same equations give $v_0^2=2$ and $v_1^2=0$: a real $v$ exists, but one entry is forced to vanish.
